# Four parameter equations make a Gaussian packet solve the Schrödinger equation in a quadratic potential

## A pointwise wave equation and instantaneous rates

The equation $i\psi_t = H\psi$ can be read as an evolution in the Hilbert space of square-integrable functions, or as a classical equation at each position $x$ and time $t$. These notes take the second reading: at fixed $x$, the function $t \mapsto \psi(x,t)$ has derivative $-i(H\psi)(x)$, where $H\psi = -\psi_{xx}/(2m) + V\psi$ for one particle of mass $m > 0$ on a line, in a real potential $V$, with $\hbar = 1$. The motion of the packet parameters likewise enters as relations between their values and their rates at one instant.

The packet is
$$\psi = e^{i(ay^2 + py + c)}, \qquad y = x - q,$$
with real centre $q$, real momentum $p$, complex width $a$ and complex phase $c$, all functions of $t$. Write $\alpha = \operatorname{Im} a$ and $\gamma = \operatorname{Im} c$, and let a dot denote a time derivative. In simulation practice these parameter equations, fed with $V$, $V'$ and $V''$ at the centre, define thawed Gaussian propagation, which for one particle in one dimension is shown here to be exact for quadratic $V$ and otherwise follows only the local harmonic approximation to $V$.

## Matching powers of $x - q$

Two spatial derivatives give
$$\psi_x = i(2ay + p)\psi, \qquad \psi_{xx} = B\psi, \qquad B = 2ia - (2ay + p)^2.$$
At fixed $x$ we have $\dot y = -\dot q$, so
$$\psi_t = iA\psi, \qquad A = \dot a y^2 + (\dot p - 2a\dot q)\,y + \dot c - p\dot q.$$
The wave equation reads $iA\psi = -i(-B/(2m) + V)\psi$. Since $\psi \neq 0$, it is equivalent to
$$mA = \tfrac12 B - mV(x), \qquad \tfrac12 B = -2a^2y^2 - 2apy + ia - \tfrac12 p^2.$$
A quadratic potential equals its Taylor polynomial $V_0 + V_1 y + \tfrac12 V_2 y^2$ with $V_0 = V(q)$, $V_1 = V'(q)$, $V_2 = V''(q)$. The coefficients of $y^2$, $y$ and $1$ give
$$m\dot a = -2a^2 - \tfrac12 mV_2, \qquad m(\dot p + V_1) = 2a\,(m\dot q - p), \qquad m(\dot c - p\dot q) = ia - \tfrac12 p^2 - mV_0.$$
The classical equations $m\dot q = p$ and $\dot p = -V_1$ make both sides of the middle relation vanish, and the first of them turns the last relation into $m\dot c = ia + \tfrac12 p^2 - mV_0$. The four equations are therefore sufficient.

For necessity, the left side of the middle relation is real, so its imaginary part reads $0 = 2\alpha(m\dot q - p)$. If $\alpha \neq 0$, then $m\dot q = p$, hence $\dot p = -V_1$, and the phase equation follows as before. The condition $\alpha \ne 0$ says that $|\psi|$ has a distinguished centre; for real $a$, a shift of $q$ by $\delta$ is absorbed by $p \to p + 2a\delta$ and a change of $c$.

## An invariant of width and phase

Since $V_0$, $V_2$ and $p$ are real, the imaginary parts of the width and phase equations are $m\dot\alpha = -4\alpha \operatorname{Re} a$ and $m\dot\gamma = \operatorname{Re} a$. Therefore
$$\frac{d}{dt}\left(\alpha e^{4\gamma}\right) = (\dot\alpha + 4\alpha\dot\gamma)\,e^{4\gamma} = 0.$$
The density is $|\psi|^2 = e^{-2\alpha y^2}e^{-2\gamma}$, which decays when $\alpha > 0$, and the Gaussian integral gives
$$\int |\psi|^2\,dx = \sqrt{\frac{\pi}{2\alpha}}\;e^{-2\gamma} = \sqrt{\frac{\pi}{2\alpha e^{4\gamma}}}.$$
So $\alpha$ keeps its sign and the norm is constant. The packet is normalised exactly when $\alpha e^{4\gamma} = \pi/2$.

## A free packet at $t = 1$

Take $m = 1$, $V = 0$, $p = 1$, $q(0) = 0$, $a(0) = i/2$, $c(0) = 0$; these numbers are an illustration and appear in none of the theorems. Then $q = t$, and $\dot a = -2a^2$ integrates to $1/a = 2t - 2i$, so $a = (t + i)/(2(1 + t^2))$ and $\gamma = \tfrac14\ln(1 + t^2)$. At $t = 1$ this gives $a = (1+i)/4$, $\dot a = -i/4$ and $\dot c = ia + \tfrac12 = (1+i)/4$. At $x = 2$, where $y = 1$,
$$A = -\tfrac{i}{4} - \tfrac{1+i}{2} + \tfrac{1+i}{4} - 1 = -\tfrac54 - \tfrac{i}{2}, \qquad \tfrac12 B = \tfrac{-1+i}{4} - \left(1 + \tfrac{3i}{4}\right) = -\tfrac54 - \tfrac{i}{2}.$$
The invariant is $\tfrac12 \cdot 1$ at $t = 0$ and $\tfrac14 \cdot 2$ at $t = 1$, and $\int|\psi|^2 dx = \sqrt\pi \approx 1.772$ at both times. Starting from $\gamma(0) = \tfrac14\ln\pi$ would give unit norm.

## Sufficiency, necessity and conservation as theorems

`packet a c q p x` is $\psi$, `hamiltonian m V ψ x` is $(H\psi)(x)$, and `quadPot v₀ v₁ k` is $V(x) = v_0 + v_1x + \tfrac12 kx^2$ with real coefficients of any sign, which includes free, uniform-force, harmonic and inverted cases. The primed names `q' p' a' c'` are the rates $\dot q, \dot p, \dot a, \dot c$, tied to the parameter functions by `HasDerivAt` hypotheses. `Motion` bundles the four equations, with those containing $1/m$ multiplied by $m$.

- `solves_quadratic`: if the parameters are differentiable at $t$ and `Motion` holds with $V(q)$, $V'(q)$, $V''(q)$, then $\psi_t = -iH\psi$ at $(x,t)$ for every $x$. No condition on $\alpha$ is imposed, so $\psi$ need not be normalisable.
- `solves_localHarmonic`: the same for arbitrary data $V_0, V_1, V_2$, with the potential `localHarmonic` centred at $q(t)$.
- `motion_of_solves`: if $\alpha(t) \neq 0$ and the wave equation holds at every $x$ for a quadratic $V$, then `Motion` holds.
- `norm_conserved`: if the width and phase equations hold at all real times, with arbitrary real functions $V_0(t)$, $V_2(t)$, $p(t)$, $q(t)$, and $\alpha(0) > 0$, then $\alpha(t) > 0$ and $\int|\psi|^2dx$ equals its initial value. Lean gives a non-integrable function the integral zero, but `packet_norm_sq` supplies integrability whenever $\alpha > 0$.

Solutions of the parameter equations are assumed, and for the conservation results they are assumed to exist for all times; their existence is not derived. The theorems do not address uniqueness for the wave equation, the error for anharmonic $V$, or several dimensions.

## Lean source for the packet dynamics

```lean
import Mathlib

open Complex MeasureTheory

namespace GaussianPacketDynamics

noncomputable section

/-- Gaussian wave packet with centre `q`, momentum `p`, complex width `a` and complex phase `c`. -/
def packet (a c : ℂ) (q p x : ℝ) : ℂ :=
  exp (I * (a * ((x : ℂ) - q) ^ 2 + p * ((x : ℂ) - q) + c))

/-- The Hamiltonian `-ψ''/(2m) + V ψ` in one dimension, with `ħ = 1`. -/
def hamiltonian (m : ℝ) (V : ℝ → ℝ) (ψ : ℝ → ℂ) (x : ℝ) : ℂ :=
  -deriv (deriv ψ) x / (2 * m) + V x * ψ x

/-- The general real quadratic potential `v₀ + v₁ x + k x²/2`. -/
def quadPot (v₀ v₁ k x : ℝ) : ℝ := v₀ + v₁ * x + k * x ^ 2 / 2

/-- The quadratic potential with value `V₀`, slope `V₁` and curvature `V₂` at the point `q`. -/
def localHarmonic (V₀ V₁ V₂ q x : ℝ) : ℝ := V₀ + V₁ * (x - q) + V₂ / 2 * (x - q) ^ 2

/-- The equations `q' = p/m`, `p' = -V₁`, `a' = -2a²/m - V₂/2`, `c' = ia/m + p²/(2m) - V₀`
for the rates of the packet parameters, those containing `1/m` multiplied by `m`. -/
structure Motion (m V₀ V₁ V₂ p : ℝ) (a : ℂ) (q' p' : ℝ) (a' c' : ℂ) : Prop where
  position : m * q' = p
  momentum : p' = -V₁
  width : (m : ℂ) * a' = -2 * a ^ 2 - m * V₂ / 2
  phase : (m : ℂ) * c' = I * a + p ^ 2 / 2 - m * V₀

/-- Derivative of `exp(i(a y² + p y + c))` when `y, a, p, c` all depend on a real variable. -/
theorem hasDerivAt_gauss {y a p c : ℝ → ℂ} {y' a' p' c' : ℂ} {t : ℝ}
    (hy : HasDerivAt y y' t) (ha : HasDerivAt a a' t) (hp : HasDerivAt p p' t)
    (hc : HasDerivAt c c' t) :
    HasDerivAt (fun s => exp (I * (a s * y s ^ 2 + p s * y s + c s)))
      (I * (a' * y t ^ 2 + 2 * a t * y t * y' + p' * y t + p t * y' + c') *
        exp (I * (a t * y t ^ 2 + p t * y t + c t))) t := by
  have hsq : HasDerivAt (fun s => y s ^ 2) (2 * y t * y') t := by
    have h := hy.fun_mul hy
    simp only [sq]
    exact h.congr_deriv (by ring)
  have h := ((((ha.fun_mul hsq).fun_add (hp.fun_mul hy)).fun_add hc).const_mul I).cexp
  exact h.congr_deriv (by ring)

/-- The second spatial derivative of the packet is `(2ia - (2a(x-q) + p)²) ψ`. -/
theorem packet_deriv_xx (a c : ℂ) (q p x : ℝ) :
    deriv (deriv (packet a c q p)) x
      = (2 * I * a - (2 * a * ((x : ℂ) - q) + p) ^ 2) * packet a c q p x := by
  have hy : ∀ x : ℝ, HasDerivAt (fun y : ℝ => (y : ℂ) - q) 1 x := fun x =>
    ((hasDerivAt_id' x).ofReal_comp.congr_deriv Complex.ofReal_one).sub_const _
  have h1 : ∀ x : ℝ, HasDerivAt (packet a c q p)
      (I * (2 * a * ((x : ℂ) - q) + p) * packet a c q p x) x := fun x => by
    have h := hasDerivAt_gauss (hy x) (hasDerivAt_const x a) (hasDerivAt_const x (p : ℂ))
      (hasDerivAt_const x c)
    exact h.congr_deriv (by simp only [packet]; ring)
  have hd : deriv (packet a c q p)
      = fun x : ℝ => I * (2 * a * ((x : ℂ) - q) + p) * packet a c q p x :=
    funext fun x => (h1 x).deriv
  rw [hd]
  have h2 := ((((hy x).const_mul (2 * a)).add_const (p : ℂ)).const_mul I).fun_mul (h1 x)
  refine h2.deriv.trans ?_
  linear_combination ((2 * a * ((x : ℂ) - q) + p) ^ 2 * packet a c q p x) * I_sq

/-- A quadratic potential equals its second-order Taylor polynomial about any point `q`. -/
theorem quadPot_eq_localHarmonic (v₀ v₁ k q : ℝ) :
    quadPot v₀ v₁ k = localHarmonic (quadPot v₀ v₁ k q) (deriv (quadPot v₀ v₁ k) q)
      (deriv (deriv (quadPot v₀ v₁ k)) q) q := by
  have d1 : deriv (quadPot v₀ v₁ k) = fun x => v₁ + k * x := funext fun x => by
    have hsq : HasDerivAt (fun y : ℝ => y ^ 2) (2 * x) x := by simpa using hasDerivAt_pow 2 x
    have h := (((hasDerivAt_id' x).const_mul v₁).const_add v₀).fun_add
      ((hsq.const_mul k).div_const 2)
    exact h.deriv.trans (by ring)
  have d2 : deriv (fun x => v₁ + k * x) q = k :=
    (((hasDerivAt_id' q).const_mul k).const_add v₁).deriv.trans (mul_one k)
  rw [d1, d2]
  funext x
  simp only [quadPot, localHarmonic]
  ring

section Evolution

variable {m t q' p' : ℝ} {q p : ℝ → ℝ} {a c : ℝ → ℂ} {a' c' : ℂ} (hm : 0 < m)
  (hq : HasDerivAt q q' t) (hp : HasDerivAt p p' t) (ha : HasDerivAt a a' t)
  (hc : HasDerivAt c c' t)

include hm hq hp ha hc

/-- For any potential, `ψ_t = -i H ψ` at `(x, t)` is equivalent to a relation between
`V x` and a quadratic polynomial in `x - q`. -/
theorem schrodinger_iff_residual (V : ℝ → ℝ) (x : ℝ) :
    HasDerivAt (fun s => packet (a s) (c s) (q s) (p s) x)
      (-I * hamiltonian m V (packet (a t) (c t) (q t) (p t)) x) t ↔
    (m : ℂ) * (a' * ((x : ℂ) - q t) ^ 2 + (p' - 2 * a t * q') * ((x : ℂ) - q t) + c' - p t * q')
      = (2 * I * a t - (2 * a t * ((x : ℂ) - q t) + p t) ^ 2) / 2 - m * V x := by
  have ht : HasDerivAt (fun s => packet (a s) (c s) (q s) (p s) x)
      (I * (a' * ((x : ℂ) - q t) ^ 2 + (p' - 2 * a t * q') * ((x : ℂ) - q t) + c' - p t * q')
        * packet (a t) (c t) (q t) (p t) x) t := by
    have h := hasDerivAt_gauss (hq.ofReal_comp.const_sub (x : ℂ)) ha hp.ofReal_comp hc
    exact h.congr_deriv (by simp only [packet]; ring)
  have hu : (m : ℂ) * (m : ℂ)⁻¹ = 1 := mul_inv_cancel₀ (by exact_mod_cast hm.ne')
  -- the nowhere vanishing factor ψ cancels
  have alg : ∀ A B W ψ : ℂ, ψ ≠ 0 →
      (I * A * ψ = -I * (-(B * ψ) / (2 * m) + W * ψ) ↔ m * A = B / 2 - m * W) := by
    intro A B W ψ hψ
    constructor
    · intro h
      apply mul_left_cancel₀ (mul_ne_zero I_ne_zero hψ)
      linear_combination m * h + (I * ψ * B / 2) * hu
    · intro h
      linear_combination I * ψ * (m : ℂ)⁻¹ * h - I * ψ * (A + W) * hu
  have hψ : packet (a t) (c t) (q t) (p t) x ≠ 0 := exp_ne_zero _
  unfold hamiltonian
  rw [packet_deriv_xx, ← alg _ _ _ _ hψ]
  exact ⟨fun h => ht.unique h, fun h => ht.congr_deriv h⟩

/-- Under the equations of motion with data `V₀, V₁, V₂`, the packet obeys `ψ_t = -i H ψ` for
the quadratic potential with that value, slope and curvature at the centre `q t`. -/
theorem solves_localHarmonic {V₀ V₁ V₂ : ℝ} (E : Motion m V₀ V₁ V₂ (p t) (a t) q' p' a' c')
    (x : ℝ) :
    HasDerivAt (fun s => packet (a s) (c s) (q s) (p s) x)
      (-I * hamiltonian m (localHarmonic V₀ V₁ V₂ (q t)) (packet (a t) (c t) (q t) (p t)) x) t := by
  rw [schrodinger_iff_residual hm hq hp ha hc]
  have e1 : (m : ℂ) * q' = p t := by exact_mod_cast E.position
  have e2 : (p' : ℂ) = -V₁ := by exact_mod_cast E.momentum
  unfold localHarmonic
  push_cast
  linear_combination ((x : ℂ) - q t) ^ 2 * E.width + m * ((x : ℂ) - q t) * e2
    - (2 * a t * ((x : ℂ) - q t) + p t) * e1 + E.phase

/-- For a quadratic potential `V`, the equations of motion with `V(q), V'(q), V''(q)` make the
packet a solution of `ψ_t = -i H ψ` at every `x`. -/
theorem solves_quadratic (v₀ v₁ k : ℝ)
    (E : Motion m (quadPot v₀ v₁ k (q t)) (deriv (quadPot v₀ v₁ k) (q t))
      (deriv (deriv (quadPot v₀ v₁ k)) (q t)) (p t) (a t) q' p' a' c') (x : ℝ) :
    HasDerivAt (fun s => packet (a s) (c s) (q s) (p s) x)
      (-I * hamiltonian m (quadPot v₀ v₁ k) (packet (a t) (c t) (q t) (p t)) x) t := by
  have h := solves_localHarmonic hm hq hp ha hc E x
  rwa [← quadPot_eq_localHarmonic] at h

/-- Conversely, if `Im a ≠ 0` and the packet obeys `ψ_t = -i H ψ` at every `x` for a quadratic
potential, then its parameters obey the equations of motion. -/
theorem motion_of_solves (v₀ v₁ k : ℝ) (hα : (a t).im ≠ 0)
    (h : ∀ x, HasDerivAt (fun s => packet (a s) (c s) (q s) (p s) x)
      (-I * hamiltonian m (quadPot v₀ v₁ k) (packet (a t) (c t) (q t) (p t)) x) t) :
    Motion m (quadPot v₀ v₁ k (q t)) (deriv (quadPot v₀ v₁ k) (q t))
      (deriv (deriv (quadPot v₀ v₁ k)) (q t)) (p t) (a t) q' p' a' c' := by
  rw [quadPot_eq_localHarmonic v₀ v₁ k (q t)] at h
  generalize deriv (deriv (quadPot v₀ v₁ k)) (q t) = V₂ at h ⊢
  generalize deriv (quadPot v₀ v₁ k) (q t) = V₁ at h ⊢
  generalize quadPot v₀ v₁ k (q t) = V₀ at h ⊢
  -- three points fix the three coefficients of the polynomial in x - q
  have h0 := (schrodinger_iff_residual hm hq hp ha hc _ _).1 (h (q t))
  have h1 := (schrodinger_iff_residual hm hq hp ha hc _ _).1 (h (q t + 1))
  have h2 := (schrodinger_iff_residual hm hq hp ha hc _ _).1 (h (q t - 1))
  simp only [localHarmonic] at h0 h1 h2
  push_cast at h0 h1 h2
  have hβ : ((m * (p' + V₁) : ℝ) : ℂ) = 2 * a t * ((m * q' - p t : ℝ) : ℂ) := by
    push_cast
    linear_combination (h1 - h2) / 2
  -- the imaginary part of the linear term separates q' from p'
  have e1 : m * q' - p t = 0 := by
    have hi := congrArg Complex.im hβ
    simp only [ofReal_im, mul_im, mul_re, ofReal_re, re_ofNat, im_ofNat] at hi
    apply mul_left_cancel₀ hα
    linear_combination (-1 / 2) * hi
  rw [e1, ofReal_zero, mul_zero] at hβ
  have e2 := (mul_eq_zero.1 (ofReal_eq_zero.1 hβ)).resolve_left hm.ne'
  have e3 : m * q' = p t := by linarith
  have e4 : (m : ℂ) * q' = p t := by exact_mod_cast e3
  exact ⟨e3, by linarith, by linear_combination (h1 + h2) / 2 - h0,
    by linear_combination h0 + p t * e4⟩

end Evolution

/-- For `Im a > 0` the density `|ψ|²` is integrable with integral
`√(π/(2 Im a)) exp(-2 Im c)`. -/
theorem packet_norm_sq (a c : ℂ) (q p : ℝ) (hα : 0 < a.im) :
    Integrable (fun x => ‖packet a c q p x‖ ^ 2) ∧
    ∫ x, ‖packet a c q p x‖ ^ 2 = √(Real.pi / (2 * a.im)) * Real.exp (-2 * c.im) := by
  have hd : (fun x => ‖packet a c q p x‖ ^ 2)
      = fun x => Real.exp (-(2 * a.im) * (x - q) ^ 2) * Real.exp (-2 * c.im) := by
    funext x
    rw [packet, Complex.norm_exp, pow_two (Real.exp _), ← Real.exp_add, ← Real.exp_add]
    congr 1
    simp only [sq, mul_re, mul_im, add_re, add_im, sub_re, sub_im, I_re, I_im, ofReal_re,
      ofReal_im]
    ring
  rw [hd]
  refine ⟨((integrable_exp_neg_mul_sq (by positivity : 0 < 2 * a.im)).comp_sub_right q).mul_const
    _, ?_⟩
  rw [integral_mul_const,
    integral_sub_right_eq_self (fun x : ℝ => Real.exp (-(2 * a.im) * x ^ 2)) q, integral_gaussian]

section Conservation

variable {m : ℝ} {p V₀ V₂ : ℝ → ℝ} {a c a' c' : ℝ → ℂ} (hm : 0 < m)
  (ha : ∀ t, HasDerivAt a (a' t) t) (hc : ∀ t, HasDerivAt c (c' t) t)
  (hw : ∀ t, (m : ℂ) * a' t = -2 * a t ^ 2 - m * V₂ t / 2)
  (hph : ∀ t, (m : ℂ) * c' t = I * a t + p t ^ 2 / 2 - m * V₀ t)

include hm ha hc hw hph

/-- The width and phase equations, with any real `V₀(t)` and `V₂(t)`, keep
`Im a · exp(4 Im c)` constant in time. -/
theorem width_phase_invariant (t : ℝ) :
    (a t).im * Real.exp (4 * (c t).im) = (a 0).im * Real.exp (4 * (c 0).im) := by
  have hd : ∀ t, HasDerivAt (fun s => (a s).im * Real.exp (4 * (c s).im)) 0 t := fun t => by
    have ha' : HasDerivAt (fun s => (a s).im) (a' t).im t :=
      Complex.imCLM.hasFDerivAt.comp_hasDerivAt t (ha t)
    have hc' : HasDerivAt (fun s => (c s).im) (c' t).im t :=
      Complex.imCLM.hasFDerivAt.comp_hasDerivAt t (hc t)
    have h1 : m * (a' t).im = -4 * (a t).re * (a t).im := by
      have h := congrArg Complex.im (hw t)
      simp [sq] at h
      linarith
    have h2 : m * (c' t).im = (a t).re := by
      have h := congrArg Complex.im (hph t)
      simp [sq] at h
      linarith
    refine (ha'.fun_mul (hc'.const_mul 4).exp).congr_deriv ?_
    apply mul_left_cancel₀ hm.ne'
    linear_combination Real.exp (4 * (c t).im) * h1
      + 4 * (a t).im * Real.exp (4 * (c t).im) * h2
  exact is_const_of_deriv_eq_zero (fun s => (hd s).differentiableAt) (fun s => (hd s).deriv) t 0

/-- If `Im a > 0` at time zero, the width and phase equations keep `Im a` positive and
`∫ |ψ|² dx` constant, for any path `q` of the centre. -/
theorem norm_conserved (q : ℝ → ℝ) (h0 : 0 < (a 0).im) (t : ℝ) :
    0 < (a t).im ∧
    ∫ x, ‖packet (a t) (c t) (q t) (p t) x‖ ^ 2 = ∫ x, ‖packet (a 0) (c 0) (q 0) (p 0) x‖ ^ 2 := by
  have inv := width_phase_invariant hm ha hc hw hph t
  have ht : 0 < (a t).im := by
    have h : 0 < (a t).im * Real.exp (4 * (c t).im) := by
      rw [inv]
      positivity
    exact (mul_pos_iff_of_pos_right (Real.exp_pos _)).1 h
  -- the norm depends on a and c only through the invariant
  have key : ∀ α γ : ℝ, 0 < α → √(Real.pi / (2 * α)) * Real.exp (-2 * γ)
      = √(Real.pi / (2 * (α * Real.exp (4 * γ)))) := by
    intro α γ hα
    have e : Real.exp (4 * γ) * Real.exp (-2 * γ) ^ 2 = 1 := by
      rw [sq, ← Real.exp_add, ← Real.exp_add, show 4 * γ + (-2 * γ + -2 * γ) = 0 by ring,
        Real.exp_zero]
    have e' : Real.pi / (2 * (α * Real.exp (4 * γ)))
        = Real.pi / (2 * α) * Real.exp (-2 * γ) ^ 2 := by
      rw [div_mul_eq_mul_div, div_eq_div_iff (by positivity) (by positivity)]
      linear_combination (-2 * Real.pi * α) * e
    rw [e', Real.sqrt_mul' _ (sq_nonneg _), Real.sqrt_sq (Real.exp_pos _).le]
  refine ⟨ht, ?_⟩
  rw [(packet_norm_sq _ _ _ _ ht).2, (packet_norm_sq _ _ _ _ h0).2, key _ _ ht, key _ _ h0, inv]

end Conservation

end

end GaussianPacketDynamics
```

```lean
#print axioms GaussianPacketDynamics.solves_quadratic
-- 'GaussianPacketDynamics.solves_quadratic' depends on axioms: [propext, Classical.choice, Quot.sound]
#print axioms GaussianPacketDynamics.motion_of_solves
-- 'GaussianPacketDynamics.motion_of_solves' depends on axioms: [propext, Classical.choice, Quot.sound]
#print axioms GaussianPacketDynamics.norm_conserved
-- 'GaussianPacketDynamics.norm_conserved' depends on axioms: [propext, Classical.choice, Quot.sound]
```

## One chain rule and one polynomial identity

`hasDerivAt_gauss` differentiates $e^{i(ay^2 + py + c)}$ when $y$, $a$, $p$ and $c$ all depend on one real variable. In `packet_deriv_xx` that variable is $x$, with $y' = 1$ and constant parameters, which gives $\psi_x$; the product rule and `I_sq` ($i^2 = -1$) then give $B$. In `schrodinger_iff_residual` the variable is $t$, and `ht` is $\psi_t = iA\psi$. The step `alg` cancels the nonzero factor $i\psi$ and multiplies by $m$, producing $mA = \tfrac12 B - mV(x)$ for any $V$. Uniqueness of derivatives, `ht.unique`, converts the `HasDerivAt` claim into an equation between complex numbers.

`solves_localHarmonic` obtains the identity as a `linear_combination` of the four equations: width with weight $y^2$, momentum with $my$, position with $-(2ay + p)$, and phase with $1$. `quadPot_eq_localHarmonic` computes $V' = v_1 + kx$ and $V'' = k$ and checks the Taylor formula by `ring`, and `solves_quadratic` rewrites with it.

`motion_of_solves` matches coefficients by evaluating at $y = 0, 1, -1$, giving `h0`, `h1`, `h2`. The constant term is `h0`, the linear term is `(h1 - h2) / 2`, and the quadratic term is `(h1 + h2) / 2 - h0`. The linear term is `hβ`; its imaginary part with `hα` gives `e1`, which is $m\dot q = p$, and the remainder gives $\dot p = -V_1$.

## Imaginary parts and the Gaussian integral

`packet_norm_sq` rewrites the density as $e^{-2\alpha y^2}e^{-2\gamma}$, removes $q$ by translation invariance, and applies `integral_gaussian`. In `width_phase_invariant`, `h1` and `h2` are the equations for $\dot\alpha$ and $\dot\gamma$, their combination makes the derivative of $\alpha e^{4\gamma}$ zero, and `is_const_of_deriv_eq_zero` makes the function constant on the real line. `norm_conserved` reads $\alpha(t) > 0$ off the positive invariant, and `key` moves $e^{-2\gamma}$ under the square root, so that the norms at times $t$ and $0$ are the same function of the invariant.
